# The six {110}⟨1-10⟩ slip systems of rocksalt span only a two-dimensional space of strains

Plastic strain is modelled here as a real linear combination of symmetrized Schmid tensors, one per slip system, with components in the cubic crystal axes. This is the small-strain picture: shears of either sign add linearly, and lattice rotation is left out. The slip systems are a fixed table of Miller indices, which encodes the physical assumption that dislocations glide on these six systems and no others.

Let $m^k$ and $\ell^k$ be the Miller vectors of plane and direction for system $k=0,\dots,5$, with unit vectors $n^k=m^k/\sqrt2$ and $b^k=\ell^k/\sqrt2$. The Schmid tensor and the resolved shear stress under a stress $\sigma$ are

$$P^k=\tfrac12\left(n^k b^{k\,T}+b^k n^{k\,T}\right),\qquad \tau_k=b^k\cdot\sigma n^k .$$

The $P^k$ span exactly the diagonal traceless matrices, a space of dimension two. For symmetric $\sigma$, all six $\tau_k$ vanish if and only if $\sigma_{00}=\sigma_{11}=\sigma_{22}$. Indices run from 0 to 2, as in the code.

## Rank deficiency in a crystal-plasticity solver

A small-strain crystal-plasticity code that solves for slip rates from a prescribed plastic strain rate can match it exactly only when that rate lies in the span of the $P^k$. Symmetric traceless strains form a five-dimensional space, so with only these six systems most targets have no solution, and where one exists, the prescribed strain rate alone does not determine the slip rates. In a code driven by stress, a crystal loaded along [111] gets no driving force for slip on any of them.

## Schmid tensors and resolved stresses by hand

In each system, $m$ and $\ell$ are nonzero in the same two positions $p,q$. One vector has equal entries there and the other has opposite entries, all $\pm1$. Hence $m\cdot\ell=0$ and $m_p\ell_q+\ell_p m_q=0$. Since $P_{ij}=\tfrac14(m_i\ell_j+\ell_i m_j)$, every off-diagonal entry vanishes and $P_{ii}=m_i\ell_i/2$. The systems coincide in pairs:

$$P^0=P^1=\tfrac12\mathrm{diag}(1,-1,0),\quad P^2=P^3=\tfrac12\mathrm{diag}(0,1,-1),\quad P^4=P^5=\tfrac12\mathrm{diag}(-1,0,1).$$

Every combination is therefore diagonal and traceless. Conversely, if $\varepsilon$ is diagonal with $\varepsilon_{11}=-\varepsilon_{00}-\varepsilon_{22}$, then

$$\varepsilon=2\varepsilon_{00}P^0-2\varepsilon_{22}P^2 .$$

If $sP^0+tP^2=0$, the 00 entry gives $s=0$ and the 22 entry gives $t=0$, so the dimension is two.

For example, $\varepsilon=\mathrm{diag}(0.01,\,0.02,\,-0.03)$ is produced by shears $0.02$ on system 0 and $0.06$ on system 2: $\mathrm{diag}(0.01,-0.01,0)+\mathrm{diag}(0,0.03,-0.03)$ is the required strain.

For symmetric $\sigma$, $\tau_k=\sum_{ij}\sigma_{ij}P^k_{ij}=\sum_i m^k_i\ell^k_i\sigma_{ii}/2$, so

$$\tau_0=\tau_1=\tfrac12(\sigma_{00}-\sigma_{11}),\quad \tau_2=\tau_3=\tfrac12(\sigma_{11}-\sigma_{22}),\quad \tau_4=\tau_5=\tfrac12(\sigma_{22}-\sigma_{00}).$$

These all vanish exactly when the diagonal entries are equal.

A uniaxial stress $\sigma=s\,dd^T$ with $s\ne0$ and $|d|=1$ has $\sigma_{ii}=s\,d_i^2$. By the criterion, all six $\tau_k$ vanish exactly when the $d_i^2$ are equal; since they sum to 1, each is then $1/3$. For [111], every entry of $\sigma$ is $s/3$; the nonzero off-diagonal entries show that the load is not hydrostatic.

Symmetry of $\sigma$ matters. Take $\sigma_{01}=1$ and all other entries zero. The diagonal entries are equal, yet $\tau_0=\tfrac12\,\ell^0_0\,\sigma_{01}\,m^0_1=\tfrac12$.

## The Lean file

```lean
import Mathlib

open Matrix

namespace RocksaltSlip

noncomputable section

/-- Miller indices of the slip planes of the six rocksalt systems {110}<1-10>. -/
def millerPlane : Fin 6 → Fin 3 → ℝ :=
  ![![1, 1, 0], ![1, -1, 0], ![0, 1, 1], ![0, 1, -1], ![1, 0, 1], ![-1, 0, 1]]

/-- Miller indices of the slip directions of the six systems, in the same order. -/
def millerDir : Fin 6 → Fin 3 → ℝ :=
  ![![1, -1, 0], ![1, 1, 0], ![0, 1, -1], ![0, 1, 1], ![-1, 0, 1], ![1, 0, 1]]

/-- Unit normal of the slip plane of system `k`. -/
def slipNormal (k : Fin 6) : Fin 3 → ℝ := (√2)⁻¹ • millerPlane k

/-- Unit vector along the slip direction of system `k`. -/
def slipDir (k : Fin 6) : Fin 3 → ℝ := (√2)⁻¹ • millerDir k

/-- Symmetrized Schmid tensor of system `k`: the strain produced by unit shear on it. -/
def schmid (k : Fin 6) : Matrix (Fin 3) (Fin 3) ℝ :=
  (1 / 2 : ℝ) • (vecMulVec (slipNormal k) (slipDir k) + vecMulVec (slipDir k) (slipNormal k))

/-- Resolved shear stress on system `k`: the component along the slip direction of the
traction on the slip plane. -/
def resolvedShear (σ : Matrix (Fin 3) (Fin 3) ℝ) (k : Fin 6) : ℝ :=
  slipDir k ⬝ᵥ (σ *ᵥ slipNormal k)

/-- The stress `s d dᵀ`. For a unit vector `d` it is a uniaxial stress along `d` with signed value
`s`. -/
def uniaxial (s : ℝ) (d : Fin 3 → ℝ) : Matrix (Fin 3) (Fin 3) ℝ := s • vecMulVec d d

/-- A traceless strain with extension along [111] and equal contraction in all directions across it,
in the cubic axes. -/
def stretch111 : Matrix (Fin 3) (Fin 3) ℝ := !![0, 1, 1; 1, 0, 1; 1, 1, 0]

/-- In each system the plane normal and the slip direction are orthogonal unit vectors. -/
theorem slip_geometry (k : Fin 6) :
    slipNormal k ⬝ᵥ slipNormal k = 1 ∧ slipDir k ⬝ᵥ slipDir k = 1 ∧
      slipNormal k ⬝ᵥ slipDir k = 0 := by
  have h : (√2)⁻¹ * (√2)⁻¹ = (1 / 2 : ℝ) := by
    rw [← mul_inv, Real.mul_self_sqrt (by norm_num)]; norm_num
  simp only [slipNormal, slipDir, smul_dotProduct, dotProduct_smul, smul_eq_mul,
    ← mul_assoc, h]
  refine ⟨?_, ?_, ?_⟩ <;> fin_cases k <;>
    simp [millerPlane, millerDir, dotProduct, Fin.sum_univ_three] <;> norm_num

/-- Every symmetrized Schmid tensor is diagonal in the cubic axes, with entries half the
products of the Miller indices of plane and direction. -/
theorem schmid_eq_diagonal (k : Fin 6) :
    schmid k = Matrix.diagonal (fun i => millerPlane k i * millerDir k i / 2) := by
  have h : (√2)⁻¹ * (√2)⁻¹ = (1 / 2 : ℝ) := by
    rw [← mul_inv, Real.mul_self_sqrt (by norm_num)]; norm_num
  ext i j
  -- the two normalizing factors combine to 1/2
  have e : schmid k i j =
      1 / 4 * (millerPlane k i * millerDir k j + millerDir k i * millerPlane k j) := by
    simp only [schmid, slipNormal, slipDir, Matrix.smul_apply, Matrix.add_apply,
      Matrix.vecMulVec_apply, Pi.smul_apply, smul_eq_mul]
    linear_combination
      (1 / 2 * (millerPlane k i * millerDir k j + millerDir k i * millerPlane k j)) * h
  rw [e]
  fin_cases k <;> fin_cases i <;> fin_cases j <;>
    norm_num [millerPlane, millerDir, Matrix.diagonal_apply]

/-- A diagonal traceless strain is produced by slip on just two of the systems, with shears
fixed by its first and third diagonal entries. -/
theorem strain_from_two_systems {ε : Matrix (Fin 3) (Fin 3) ℝ}
    (ho : ∀ i j, i ≠ j → ε i j = 0) (ht : ε.trace = 0) :
    ε = (2 * ε 0 0) • schmid 0 + (-2 * ε 2 2) • schmid 2 := by
  have ht' : ε 0 0 + ε 1 1 + ε 2 2 = 0 := by
    simpa [Matrix.trace, Fin.sum_univ_three] using ht
  have e01 := ho 0 1 (by decide)
  have e02 := ho 0 2 (by decide)
  have e10 := ho 1 0 (by decide)
  have e12 := ho 1 2 (by decide)
  have e20 := ho 2 0 (by decide)
  have e21 := ho 2 1 (by decide)
  ext i j
  simp only [Matrix.add_apply, Matrix.smul_apply, schmid_eq_diagonal, smul_eq_mul]
  fin_cases i <;> fin_cases j <;>
    simp [millerPlane, millerDir, e01, e02, e10, e12, e20, e21] <;>
    linarith

/-- The strains that slip on the six systems can produce are exactly the strains that are
diagonal in the cubic axes and traceless. -/
theorem mem_span_schmid_iff (ε : Matrix (Fin 3) (Fin 3) ℝ) :
    ε ∈ Submodule.span ℝ (Set.range schmid) ↔
      (∀ i j, i ≠ j → ε i j = 0) ∧ ε.trace = 0 := by
  constructor
  · intro h
    obtain ⟨c, rfl⟩ := (Submodule.mem_span_range_iff_exists_fun ℝ).1 h
    constructor
    · intro i j hij
      simp only [Matrix.sum_apply, Matrix.smul_apply, schmid_eq_diagonal,
        Matrix.diagonal_apply_ne _ hij, smul_zero, Finset.sum_const_zero]
    · rw [Matrix.trace_sum]
      refine Finset.sum_eq_zero fun k _ => ?_
      -- slip preserves volume because direction and normal are orthogonal
      have ho : millerPlane k 0 * millerDir k 0 + millerPlane k 1 * millerDir k 1
          + millerPlane k 2 * millerDir k 2 = 0 := by
        fin_cases k <;> simp [millerPlane, millerDir]
      rw [Matrix.trace_smul, schmid_eq_diagonal, Matrix.trace_diagonal,
        Fin.sum_univ_three, smul_eq_mul]
      linear_combination (c k / 2) * ho
  · rintro ⟨ho, ht⟩
    rw [strain_from_two_systems ho ht]
    exact Submodule.add_mem _
      (Submodule.smul_mem _ _ (Submodule.subset_span ⟨0, rfl⟩))
      (Submodule.smul_mem _ _ (Submodule.subset_span ⟨2, rfl⟩))

/-- The six symmetrized Schmid tensors span a space of dimension two. -/
theorem finrank_span_schmid :
    Module.finrank ℝ (Submodule.span ℝ (Set.range schmid)) = 2 := by
  have hli : LinearIndependent ℝ ![schmid 0, schmid 2] := by
    rw [LinearIndependent.pair_iff]
    intro s t h
    have h0 : (s • schmid 0 + t • schmid 2) 0 0 = (0 : Matrix (Fin 3) (Fin 3) ℝ) 0 0 := by
      rw [h]
    have h2 : (s • schmid 0 + t • schmid 2) 2 2 = (0 : Matrix (Fin 3) (Fin 3) ℝ) 2 2 := by
      rw [h]
    simp only [Matrix.add_apply, Matrix.smul_apply, schmid_eq_diagonal,
      Matrix.diagonal_apply_eq, Matrix.zero_apply, smul_eq_mul] at h0 h2
    simp [millerPlane, millerDir] at h0 h2
    constructor <;> linarith
  -- two of the systems already generate everything
  have hs : Submodule.span ℝ (Set.range schmid)
      = Submodule.span ℝ (Set.range ![schmid 0, schmid 2]) := by
    apply le_antisymm
    · intro ε hε
      obtain ⟨ho, ht⟩ := (mem_span_schmid_iff ε).1 hε
      rw [strain_from_two_systems ho ht]
      exact Submodule.add_mem _
        (Submodule.smul_mem _ _ (Submodule.subset_span ⟨0, rfl⟩))
        (Submodule.smul_mem _ _ (Submodule.subset_span ⟨1, rfl⟩))
    · refine Submodule.span_le.2 ?_
      rintro _ ⟨i, rfl⟩
      fin_cases i
      · exact Submodule.subset_span ⟨0, rfl⟩
      · exact Submodule.subset_span ⟨2, rfl⟩
  rw [hs, finrank_span_eq_card hli]
  simp

/-- The matrix `stretch111` is a symmetric traceless strain that no linear combination of the six
symmetrized Schmid tensors produces. -/
theorem stretch111_not_accommodated :
    stretch111.IsSymm ∧ stretch111.trace = 0 ∧
      stretch111 ∉ Submodule.span ℝ (Set.range schmid) := by
  refine ⟨Matrix.IsSymm.ext ?_, ?_, ?_⟩
  · intro i j
    fin_cases i <;> fin_cases j <;> simp [stretch111]
  · simp [stretch111, Matrix.trace, Fin.sum_univ_three]
  · intro h
    have h01 := ((mem_span_schmid_iff _).1 h).1 0 1 (by decide)
    simp [stretch111] at h01

/-- For a symmetric stress, the resolved shear stress on each system depends only on the
diagonal stress entries in the cubic axes. -/
theorem resolvedShear_eq {σ : Matrix (Fin 3) (Fin 3) ℝ} (hσ : σ.IsSymm) (k : Fin 6) :
    resolvedShear σ k = ∑ i, millerPlane k i * millerDir k i / 2 * σ i i := by
  have h : (√2)⁻¹ * (√2)⁻¹ = (1 / 2 : ℝ) := by
    rw [← mul_inv, Real.mul_self_sqrt (by norm_num)]; norm_num
  have h01 : σ 1 0 = σ 0 1 := hσ.apply 0 1
  have h02 : σ 2 0 = σ 0 2 := hσ.apply 0 2
  have h12 : σ 2 1 = σ 1 2 := hσ.apply 1 2
  simp only [resolvedShear, slipDir, slipNormal, Matrix.mulVec_smul, smul_dotProduct,
    dotProduct_smul, smul_eq_mul, ← mul_assoc, h]
  -- the shear entries cancel in pairs
  fin_cases k <;>
    simp [millerPlane, millerDir, dotProduct, Matrix.mulVec, Fin.sum_univ_three,
      h01, h02, h12] <;> ring

/-- All six resolved shear stresses of a symmetric stress vanish exactly when its three
diagonal entries in the cubic axes are equal. -/
theorem all_resolvedShear_zero_iff {σ : Matrix (Fin 3) (Fin 3) ℝ} (hσ : σ.IsSymm) :
    (∀ k, resolvedShear σ k = 0) ↔ σ 0 0 = σ 1 1 ∧ σ 1 1 = σ 2 2 := by
  constructor
  · intro h
    have h0 := h 0
    have h2 := h 2
    rw [resolvedShear_eq hσ, Fin.sum_univ_three] at h0 h2
    simp [millerPlane, millerDir] at h0 h2
    constructor <;> linarith
  · rintro ⟨h1, h2⟩ k
    have ho : millerPlane k 0 * millerDir k 0 + millerPlane k 1 * millerDir k 1
        + millerPlane k 2 * millerDir k 2 = 0 := by
      fin_cases k <;> simp [millerPlane, millerDir]
    rw [resolvedShear_eq hσ, Fin.sum_univ_three, h1, h2]
    linear_combination (σ 2 2 / 2) * ho

/-- A nonzero uniaxial stress along a unit vector leaves all six systems without resolved
shear stress exactly when each squared direction cosine is 1/3. -/
theorem uniaxial_resolvedShear_zero_iff {s : ℝ} (hs : s ≠ 0) {d : Fin 3 → ℝ}
    (hd : d ⬝ᵥ d = 1) :
    (∀ k, resolvedShear (uniaxial s d) k = 0) ↔ ∀ i, d i ^ 2 = 1 / 3 := by
  have hsymm : (uniaxial s d).IsSymm := Matrix.IsSymm.ext fun i j => by
    simp only [uniaxial, Matrix.smul_apply, Matrix.vecMulVec_apply, smul_eq_mul]
    ring
  simp only [dotProduct, Fin.sum_univ_three] at hd
  rw [all_resolvedShear_zero_iff hsymm]
  simp only [uniaxial, Matrix.smul_apply, Matrix.vecMulVec_apply, smul_eq_mul]
  constructor
  · rintro ⟨h1, h2⟩ i
    have h1' := mul_left_cancel₀ hs h1
    have h2' := mul_left_cancel₀ hs h2
    fin_cases i
    · show d 0 ^ 2 = 1 / 3
      linarith
    · show d 1 ^ 2 = 1 / 3
      linarith
    · show d 2 ^ 2 = 1 / 3
      linarith
  · intro h
    exact ⟨by linear_combination s * h 0 - s * h 1, by linear_combination s * h 1 - s * h 2⟩

/-- A nonzero uniaxial stress along [111] gives no resolved shear stress on any of the six
systems, although it is not hydrostatic. -/
theorem uniaxial_111 {s : ℝ} (hs : s ≠ 0) :
    (∀ k, resolvedShear (uniaxial s (fun _ => (√3)⁻¹)) k = 0) ∧
      ∀ p : ℝ, uniaxial s (fun _ => (√3)⁻¹) ≠ p • (1 : Matrix (Fin 3) (Fin 3) ℝ) := by
  have hq : ((√3)⁻¹ : ℝ) ^ 2 = 1 / 3 := by
    rw [inv_pow, Real.sq_sqrt (by norm_num)]; norm_num
  constructor
  · refine (uniaxial_resolvedShear_zero_iff hs ?_).2 fun _ => hq
    simp only [dotProduct, Fin.sum_univ_three]
    linear_combination 3 * hq
  · intro p h
    -- an off-diagonal entry distinguishes the load from a pressure
    have h01 : uniaxial s (fun _ => (√3)⁻¹) 0 1
        = (p • (1 : Matrix (Fin 3) (Fin 3) ℝ)) 0 1 := by rw [h]
    simp only [uniaxial, Matrix.smul_apply, Matrix.vecMulVec_apply, smul_eq_mul,
      Matrix.one_apply_ne (show (0 : Fin 3) ≠ 1 by decide), mul_zero] at h01
    apply hs
    linear_combination 3 * h01 - 3 * s * hq

end

end RocksaltSlip
```

```lean
#print axioms RocksaltSlip.strain_from_two_systems
#print axioms RocksaltSlip.finrank_span_schmid
#print axioms RocksaltSlip.stretch111_not_accommodated
#print axioms RocksaltSlip.uniaxial_111
```

```
'RocksaltSlip.strain_from_two_systems' depends on axioms: [propext, Classical.choice, Quot.sound]
'RocksaltSlip.finrank_span_schmid' depends on axioms: [propext, Classical.choice, Quot.sound]
'RocksaltSlip.stretch111_not_accommodated' depends on axioms: [propext, Classical.choice, Quot.sound]
'RocksaltSlip.uniaxial_111' depends on axioms: [propext, Classical.choice, Quot.sound]
```

## What the theorems say about strain and stress

`millerPlane` and `millerDir` hold $m^k$ and $\ell^k$; `slipNormal` and `slipDir` are the normalised vectors. `schmid k` is $P^k$, and `resolvedShear σ k` is $\tau_k$. Strains and stresses are real 3×3 matrices, and symmetry of the stress is the explicit hypothesis `σ.IsSymm`.

- `mem_span_schmid_iff` identifies the producible strains, and `finrank_span_schmid` gives their dimension.
- `stretch111_not_accommodated` exhibits a symmetric traceless strain outside the span. The matrix `stretch111` has eigenvalue 2 along [111] and −1 across it, so it represents a strain direction, not a realistic magnitude.
- `all_resolvedShear_zero_iff` is the stress criterion.
- `uniaxial_resolvedShear_zero_iff` specialises it to a unit load direction and nonzero `s`, in tension or compression.
- `uniaxial_111` treats [111] and shows that the stress differs from every multiple `p • 1` of the identity.

The theorems concern linear algebra in one crystal. They contain no yield stress, hardening, finite rotation or elastic strain, and no other slip family. A crystal with no resolved shear stress on these six systems may still slip on others or fracture. A code that stores stress in sample axes must rotate it into the cubic axes before applying the criterion.

## How the proofs follow the table

`slip_geometry` confirms that each $n^k$ and $b^k$ are orthogonal unit vectors. `schmid_eq_diagonal` first combines the two factors $1/\sqrt2$ into $1/2$, then uses `fin_cases` to check every entry of all six tensors. This replaces the argument about equal and opposite entries.

`strain_from_two_systems` is the explicit decomposition with coefficients $2\varepsilon_{00}$ and $-2\varepsilon_{22}$. It supplies the converse half of `mem_span_schmid_iff`; the forward half gets the zero off-diagonal entries from `schmid_eq_diagonal` and the zero trace from $m^k\cdot\ell^k=0$. For the dimension, `finrank_span_schmid` shows that `schmid 0` and `schmid 2` are independent by reading off the 00 and 22 entries, and that they generate the same span as all six.

On the stress side, `resolvedShear_eq` uses symmetry to cancel the off-diagonal entries. The vanishing criterion then needs only systems 0 and 2 in one direction, and $m^k\cdot\ell^k=0$ in the other. In the uniaxial theorem, `mul_left_cancel₀` divides out the nonzero `s`, and `linarith` combines the equal squares with the unit-length condition.
